# A pure two-spin state perfectly anticorrelated along two non-parallel axes is the singlet

Suppose a calculation returns a normalised state vector of two spins one-half, and you need to know whether it is the singlet. It suffices to evaluate $\langle\sigma_x\otimes\sigma_x\rangle$ and $\langle\sigma_z\otimes\sigma_z\rangle$. If both equal $-1$, the vector is the singlet up to a phase. The same holds for any two non-parallel axes, and in the other direction the singlet has correlation $-\mathbf a\cdot\mathbf b$ for every pair of real vectors.

## Two spins and their correlations

Write $\psi_{ij}$ for the amplitude of finding the first spin in state $i$ and the second in state $j$, where $0$ is up and $1$ is down along $z$. The singlet $s$ has $s_{01}=1/\sqrt2$, $s_{10}=-1/\sqrt2$ and $s_{00}=s_{11}=0$. Vector components are numbered $0,1,2$ for $x,y,z$, so the spin operator along $\mathbf a$, in units of $\hbar/2$, is

$$\mathbf a\cdot\boldsymbol\sigma=\begin{pmatrix}a_2&a_0-ia_1\\a_0+ia_1&-a_2\end{pmatrix}.$$

In electronic structure, $s$ is the spin factor of a two-electron singlet; the result concerns that factor alone, for a pure state of exactly two spins.

## The singlet correlation is $-\mathbf a\cdot\mathbf b$

For any $2\times2$ matrices $A,B$, only the amplitudes $s_{01}$ and $s_{10}$ contribute:

$$\langle A\otimes B\rangle_s=\tfrac12\left(A_{00}B_{11}-A_{01}B_{10}-A_{10}B_{01}+A_{11}B_{00}\right).$$

With $A=\mathbf a\cdot\boldsymbol\sigma$ and $B=\mathbf b\cdot\boldsymbol\sigma$ this becomes

$$\tfrac12\left[-2a_2b_2-(a_0-ia_1)(b_0+ib_1)-(a_0+ia_1)(b_0-ib_1)\right]=-(a_0b_0+a_1b_1+a_2b_2).$$

As a numerical instance, take $\mathbf a=(0,0,1)$ and $\mathbf b=(0.6,0,0.8)$. The off-diagonal entries of $A$ vanish, and the formula gives $\tfrac12(-0.8-0.8)=-0.8=-\mathbf a\cdot\mathbf b$.

## From two anticorrelations back to the singlet

Let $\mathbf a$ be a unit vector, $S=\mathbf a\cdot\boldsymbol\sigma$, and $\psi$ a unit state with $\langle S\otimes S\rangle=-1$. Since $S$ is Hermitian and $S^2=1$, the operator $A=S\otimes S$ is also Hermitian with $A^2=1$. Hence

$$\|A\psi+\psi\|^2=\psi^\dagger A^2\psi+2\psi^\dagger A\psi+\psi^\dagger\psi=1-2+1=0,$$

so $A\psi=-\psi$. Multiplying by $S\otimes1$ gives $(1\otimes S)\psi=-(S\otimes1)\psi$. The components $(0,0)$, $(0,1)$ and $(1,1)$ of this equation read

$$\begin{aligned}
2a_2\psi_{00}+(a_0-ia_1)(\psi_{01}+\psi_{10})&=0,\\
(a_0+ia_1)\psi_{00}+(a_0-ia_1)\psi_{11}&=0,\\
(a_0+ia_1)(\psi_{01}+\psi_{10})-2a_2\psi_{11}&=0.
\end{aligned}$$

Collect the triplet amplitudes in the vector

$$\mathbf n=\big(\psi_{00}-\psi_{11},\; i(\psi_{00}+\psi_{11}),\; -(\psi_{01}+\psi_{10})\big).$$

The second equation times $i$ is $a_0n_1=a_1n_0$. Half the sum of the first and third is $a_2n_0=a_0n_2$. Their difference times $i/2$ is $a_2n_1=a_1n_2$. So $a_in_j=a_jn_i$ for all $i,j$: the triplet vector is parallel to $\mathbf a$, or zero.

Let the same anticorrelation hold along a second unit vector $\mathbf b$. Then $b_in_j=b_jn_i$ as well, and

$$(a_ib_j-a_jb_i)n_k=a_k(b_jn_i-b_in_j)=0.$$

If some $n_k$ were nonzero, every component of $\mathbf a\times\mathbf b$ would vanish. For non-parallel axes, therefore, $\mathbf n=0$, which means $\psi_{00}=\psi_{11}=0$ and $\psi_{10}=-\psi_{01}$. Thus $\psi=cs$ with $c=\sqrt2\,\psi_{01}$, and normalisation gives $|c|=1$.

Conversely, if $\psi=cs$ with $|c|=1$, the norm is one and each correlation is $-\mathbf a\cdot\mathbf a=-1$ or $-\mathbf b\cdot\mathbf b=-1$.

## The test in code, and a state that one axis misses

With amplitudes stored in the order $00,01,10,11$, the NumPy expression for the first correlation is `np.vdot(psi, np.kron(sx, sx) @ psi)`, and the second uses `sz`. The norm must be checked too. The theorem concerns exact values; a numerical tolerance needs its own error estimate.

Take $\psi_{01}=0.8$, $\psi_{10}=-0.6$ and the other amplitudes zero. The squared norm is $0.64+0.36=1$. The spins are always opposite along $z$, so $\langle\sigma_z\otimes\sigma_z\rangle=-1$. But $\sigma_x\otimes\sigma_x$ exchanges the two amplitudes, so its expectation is $2(0.8)(-0.6)=-0.96$. The correlation along $x$ detects the triplet admixture, whose weight is $(0.8-0.6)^2/2=0.02$.

## The statements in Lean

A state is a function `Fin 2 × Fin 2 → ℂ`, whose pair index holds the first and second spin. The symbol `⊗ₖ` is the Kronecker product, `expectation A ψ` is $\psi^\dagger A\psi$, and normalisation is the explicit condition `star ψ ⬝ᵥ ψ = 1`. The vector `antisym` has squared norm 2; multiplying it by `amp`, which is $1/\sqrt2$, gives `singlet`. Likewise `tripletVector` is $\mathbf n$ as above, and the triplet weight of a unit state is $\|\mathbf n\|^2/2$.

- `singlet_correlation` gives $-\mathbf a\cdot\mathbf b$ for all real three-vectors, of any length.
- `anticorrelated_iff_singlet` takes two unit vectors with `crossProduct a b ≠ 0`. It says that a state is normalised with both correlations equal to $-1$ exactly when it is `c • singlet` with `‖c‖ = 1`.
- `singlet_of_xx_zz` is the forward implication for the $x$ and $z$ axes.
- `triplet_one_axis` exhibits a normalised triplet state with $zz$ correlation $-1$ and $xx$ correlation $+1$, so the $z$ axis alone does not identify the singlet.

Mixed states, further spins and the spatial part of an electronic wavefunction are not modelled.

```lean
import Mathlib

open Matrix
open scoped Kronecker ComplexOrder

namespace SingletCorrelations

noncomputable section

/-- The three Pauli matrices, in the order x, y, z. -/
def pauli : Fin 3 → Matrix (Fin 2) (Fin 2) ℂ :=
  ![!![0, 1; 1, 0], !![0, -Complex.I; Complex.I, 0], !![1, 0; 0, -1]]

/-- The spin operator `a · σ` along a real three-vector `a`. -/
def spinAlong (a : Fin 3 → ℝ) : Matrix (Fin 2) (Fin 2) ℂ :=
  ∑ i, (a i : ℂ) • pauli i

/-- The expectation `ψ† A ψ` of a two-spin operator. -/
def expectation (A : Matrix (Fin 2 × Fin 2) (Fin 2 × Fin 2) ℂ)
    (ψ : Fin 2 × Fin 2 → ℂ) : ℂ := star ψ ⬝ᵥ A *ᵥ ψ

/-- The amplitude `1/√2`. -/
def amp : ℂ := (((Real.sqrt 2)⁻¹ : ℝ) : ℂ)

/-- The unnormalised antisymmetric state: up-down minus down-up. -/
def antisym : Fin 2 × Fin 2 → ℂ := fun p => !![0, 1; -1, 0] p.1 p.2

/-- The normalised two-spin singlet. -/
def singlet : Fin 2 × Fin 2 → ℂ := amp • antisym

/-- The symmetric combination of up-down and down-up, with amplitude `1/√2`. -/
def triplet : Fin 2 × Fin 2 → ℂ := amp • fun p => !![0, 1; 1, 0] p.1 p.2

/-- The Cartesian components of the triplet part of a two-spin state, up to a common factor. -/
def tripletVector (ψ : Fin 2 × Fin 2 → ℂ) : Fin 3 → ℂ :=
  ![ψ (0, 0) - ψ (1, 1), Complex.I * (ψ (0, 0) + ψ (1, 1)), -(ψ (0, 1) + ψ (1, 0))]

lemma amp_sq : ‖amp‖ ^ 2 = 1 / 2 := by
  rw [amp, Complex.norm_real, Real.norm_eq_abs, sq_abs, inv_pow,
    Real.sq_sqrt (by norm_num)]
  norm_num

lemma spinAlong_entries (a : Fin 3 → ℝ) :
    spinAlong a 0 0 = a 2 ∧ spinAlong a 0 1 = a 0 - a 1 * Complex.I ∧
    spinAlong a 1 0 = a 0 + a 1 * Complex.I ∧ spinAlong a 1 1 = -a 2 := by
  refine ⟨?_, ?_, ?_, ?_⟩ <;> simp [spinAlong, pauli, Fin.sum_univ_three]
  ring

lemma expectation_smul (c : ℂ) (A : Matrix (Fin 2 × Fin 2) (Fin 2 × Fin 2) ℂ)
    (ψ : Fin 2 × Fin 2 → ℂ) :
    expectation A (c • ψ) = ((‖c‖ ^ 2 : ℝ) : ℂ) * expectation A ψ := by
  have hc : star c * c = ((‖c‖ ^ 2 : ℝ) : ℂ) := by
    have h := Complex.normSq_eq_conj_mul_self (z := c)
    rw [Complex.normSq_eq_norm_sq] at h
    exact h.symm
  simp only [expectation, mulVec_smul, star_smul, smul_dotProduct, dotProduct_smul, smul_eq_mul]
  linear_combination (star ψ ⬝ᵥ A *ᵥ ψ) * hc

lemma norm_smul_state (c : ℂ) (ψ : Fin 2 × Fin 2 → ℂ) :
    star (c • ψ) ⬝ᵥ (c • ψ) = ((‖c‖ ^ 2 : ℝ) : ℂ) * (star ψ ⬝ᵥ ψ) := by
  simpa only [expectation, one_mulVec] using expectation_smul c 1 ψ

/-- The singlet has unit norm. -/
theorem singlet_unit : star singlet ⬝ᵥ singlet = 1 := by
  rw [singlet, norm_smul_state, amp_sq]
  simp [antisym, dotProduct, Fintype.sum_prod_type, Fin.sum_univ_two]
  try norm_num

/-- In the singlet, the correlation of the spin components along `a` and `b` is `-a · b`. -/
theorem singlet_correlation (a b : Fin 3 → ℝ) :
    expectation (spinAlong a ⊗ₖ spinAlong b) singlet = -((a ⬝ᵥ b : ℝ) : ℂ) := by
  have raw : ∀ A B : Matrix (Fin 2) (Fin 2) ℂ, expectation (A ⊗ₖ B) antisym =
      A 0 0 * B 1 1 - A 0 1 * B 1 0 - A 1 0 * B 0 1 + A 1 1 * B 0 0 := by
    intro A B
    simp [expectation, antisym, mulVec, dotProduct, Fintype.sum_prod_type, Fin.sum_univ_two]
    ring
  obtain ⟨a1, a2, a3, a4⟩ := spinAlong_entries a
  obtain ⟨b1, b2, b3, b4⟩ := spinAlong_entries b
  rw [singlet, expectation_smul, amp_sq, raw, a1, a2, a3, a4, b1, b2, b3, b4,
    dotProduct, Fin.sum_univ_three]
  push_cast
  linear_combination ((a 1 : ℂ) * b 1) * Complex.I_sq

/-- A unit state in which a Hermitian operator with square one has expectation `-1`
is an eigenvector with eigenvalue `-1`. -/
theorem eigen_of_expectation {A : Matrix (Fin 2 × Fin 2) (Fin 2 × Fin 2) ℂ}
    (hA : Aᴴ = A) (hsq : A * A = 1) {ψ : Fin 2 × Fin 2 → ℂ}
    (hψ : star ψ ⬝ᵥ ψ = 1) (hE : expectation A ψ = -1) : A *ᵥ ψ = -ψ := by
  have key : ∀ w, star (A *ᵥ ψ) ⬝ᵥ w = star ψ ⬝ᵥ A *ᵥ w := by
    intro w
    rw [star_mulVec, hA, ← dotProduct_mulVec]
  unfold expectation at hE
  -- the squared norm of `A ψ + ψ` vanishes
  have h0 : star (A *ᵥ ψ + ψ) ⬝ᵥ (A *ᵥ ψ + ψ) = 0 := by
    rw [star_add, add_dotProduct, dotProduct_add, dotProduct_add, key, key,
      mulVec_mulVec, hsq, one_mulVec, hψ, hE]
    norm_num
  exact eq_neg_of_add_eq_zero_left (dotProduct_star_self_eq_zero.mp h0)

lemma spinAlong_sq {a : Fin 3 → ℝ} (ha : a ⬝ᵥ a = 1) : spinAlong a * spinAlong a = 1 := by
  obtain ⟨h1, h2, h3, h4⟩ := spinAlong_entries a
  rw [dotProduct, Fin.sum_univ_three] at ha
  have hc : (a 0 : ℂ) * a 0 + a 1 * a 1 + a 2 * a 2 = 1 := by exact_mod_cast ha
  have o1 : (1 : Matrix (Fin 2) (Fin 2) ℂ) 0 1 = 0 := by simp
  have o2 : (1 : Matrix (Fin 2) (Fin 2) ℂ) 1 0 = 0 := by simp
  rw [← Matrix.ext_iff]
  simp only [Fin.forall_fin_two, Matrix.mul_apply, Fin.sum_univ_two, h1, h2, h3, h4,
    o1, o2, Matrix.one_apply_eq]
  refine ⟨⟨?_, ?_⟩, ?_, ?_⟩
  · linear_combination hc - (a 1 : ℂ) ^ 2 * Complex.I_sq
  · ring
  · ring
  · linear_combination hc - (a 1 : ℂ) ^ 2 * Complex.I_sq

lemma spinAlong_hermitian (a : Fin 3 → ℝ) : (spinAlong a)ᴴ = spinAlong a := by
  obtain ⟨h1, h2, h3, h4⟩ := spinAlong_entries a
  rw [← Matrix.ext_iff]
  simp only [Fin.forall_fin_two, conjTranspose_apply, h1, h2, h3, h4]
  refine ⟨⟨?_, ?_⟩, ?_, ?_⟩ <;> simp [Complex.ext_iff]

/-- If the spins of a unit state are perfectly anticorrelated along the unit vector `a`,
the triplet vector of the state is parallel to `a`. -/
theorem tripletVector_parallel {a : Fin 3 → ℝ} (ha : a ⬝ᵥ a = 1) {ψ : Fin 2 × Fin 2 → ℂ}
    (hψ : star ψ ⬝ᵥ ψ = 1) (hE : expectation (spinAlong a ⊗ₖ spinAlong a) ψ = -1) (i j : Fin 3) :
    (a i : ℂ) * tripletVector ψ j = a j * tripletVector ψ i := by
  have hs := spinAlong_sq ha
  have he := eigen_of_expectation
    (by rw [conjTranspose_kronecker, spinAlong_hermitian])
    (by rw [← mul_kronecker_mul, hs, one_kronecker_one]) hψ hE
  -- multiply by the spin operator of the first particle
  have h : (1 ⊗ₖ spinAlong a) *ᵥ ψ = -((spinAlong a ⊗ₖ 1) *ᵥ ψ) := by
    rw [← mulVec_neg, ← he, mulVec_mulVec, ← mul_kronecker_mul, hs, one_mul]
  have left : ∀ (A : Matrix (Fin 2) (Fin 2) ℂ) (i j : Fin 2),
      ((A ⊗ₖ (1 : Matrix (Fin 2) (Fin 2) ℂ)) *ᵥ ψ) (i, j) =
        A i 0 * ψ (0, j) + A i 1 * ψ (1, j) := by
    intro A i j
    fin_cases i <;> fin_cases j <;>
      simp [mulVec, dotProduct, Fintype.sum_prod_type, Fin.sum_univ_two]
  have right : ∀ (A : Matrix (Fin 2) (Fin 2) ℂ) (i j : Fin 2),
      (((1 : Matrix (Fin 2) (Fin 2) ℂ) ⊗ₖ A) *ᵥ ψ) (i, j) =
        A j 0 * ψ (i, 0) + A j 1 * ψ (i, 1) := by
    intro A i j
    fin_cases i <;> fin_cases j <;>
      simp [mulVec, dotProduct, Fintype.sum_prod_type, Fin.sum_univ_two]
  obtain ⟨h1, h2, h3, h4⟩ := spinAlong_entries a
  have p := congrFun h (0, 0)
  have q := congrFun h (0, 1)
  have r := congrFun h (1, 1)
  simp only [Pi.neg_apply, left, right, h1, h2, h3, h4] at p q r
  have e01 : (a 0 : ℂ) * (Complex.I * (ψ (0, 0) + ψ (1, 1))) =
      a 1 * (ψ (0, 0) - ψ (1, 1)) := by
    linear_combination Complex.I * q - a 1 * (ψ (0, 0) - ψ (1, 1)) * Complex.I_sq
  have e02 : (a 0 : ℂ) * (-(ψ (0, 1) + ψ (1, 0))) = a 2 * (ψ (0, 0) - ψ (1, 1)) := by
    linear_combination (-1 / 2 : ℂ) * (p + r)
  have e12 : (a 1 : ℂ) * (-(ψ (0, 1) + ψ (1, 0))) =
      a 2 * (Complex.I * (ψ (0, 0) + ψ (1, 1))) := by
    linear_combination (-Complex.I / 2) * (p - r) -
      a 1 * (ψ (0, 1) + ψ (1, 0)) * Complex.I_sq
  fin_cases i <;> fin_cases j
  exacts [rfl, e01, e02, e01.symm, rfl, e12, e02.symm, e12.symm, rfl]

lemma eq_zero_of_parallel {a b : Fin 3 → ℝ} (hab : crossProduct a b ≠ 0) {n : Fin 3 → ℂ}
    (ha : ∀ i j, (a i : ℂ) * n j = a j * n i) (hb : ∀ i j, (b i : ℂ) * n j = b j * n i) :
    n = 0 := by
  by_contra hn
  obtain ⟨k, hk⟩ := Function.ne_iff.mp hn
  have z : ∀ i j, a i * b j - a j * b i = 0 := by
    intro i j
    have h : ((a i : ℂ) * b j - a j * b i) * n k = 0 := by
      linear_combination (b j : ℂ) * ha i k - b i * ha j k + a k * hb j i
    exact_mod_cast (mul_eq_zero.mp h).resolve_right hk
  have hc : crossProduct a b = ![0, 0, 0] := by
    rw [cross_apply, z 1 2, z 2 0, z 0 1]
  exact hab (hc.trans (by ext i; fin_cases i <;> rfl))

/-- For two non-parallel unit vectors, a two-spin state is normalised and perfectly
anticorrelated along both of them exactly when it is the singlet times a phase. -/
theorem anticorrelated_iff_singlet {a b : Fin 3 → ℝ} (ha : a ⬝ᵥ a = 1) (hb : b ⬝ᵥ b = 1)
    (hab : crossProduct a b ≠ 0) (ψ : Fin 2 × Fin 2 → ℂ) :
    (star ψ ⬝ᵥ ψ = 1 ∧ expectation (spinAlong a ⊗ₖ spinAlong a) ψ = -1 ∧
      expectation (spinAlong b ⊗ₖ spinAlong b) ψ = -1) ↔
    ∃ c : ℂ, ‖c‖ = 1 ∧ ψ = c • singlet := by
  constructor
  · rintro ⟨hψ, hA, hB⟩
    -- the triplet part is parallel to both axes, hence zero
    have hn := eq_zero_of_parallel hab (tripletVector_parallel ha hψ hA)
      (tripletVector_parallel hb hψ hB)
    have n0 : ψ (0, 0) - ψ (1, 1) = 0 := congrFun hn 0
    have n1 : Complex.I * (ψ (0, 0) + ψ (1, 1)) = 0 := congrFun hn 1
    have n2 : -(ψ (0, 1) + ψ (1, 0)) = 0 := congrFun hn 2
    have n1' := (mul_eq_zero.mp n1).resolve_left Complex.I_ne_zero
    have p : ψ (0, 0) = 0 := by linear_combination (n0 + n1') / 2
    have s : ψ (1, 1) = 0 := by linear_combination (n1' - n0) / 2
    have r : ψ (1, 0) = -ψ (0, 1) := by linear_combination -n2
    have hraw : ψ = ψ (0, 1) • antisym := by
      ext ⟨i, j⟩
      fin_cases i <;> fin_cases j <;> simp [antisym, p, s, r]
    have hamp : amp ≠ 0 := Complex.ofReal_ne_zero.mpr (by positivity)
    have hc : ψ = (ψ (0, 1) * amp⁻¹) • singlet := by
      rw [singlet, smul_smul, inv_mul_cancel_right₀ hamp]
      exact hraw
    refine ⟨ψ (0, 1) * amp⁻¹, ?_, hc⟩
    -- normalisation fixes the modulus of the coefficient
    generalize ψ (0, 1) * amp⁻¹ = c at hc
    rw [hc, norm_smul_state, singlet_unit, mul_one] at hψ
    have h1 : ‖c‖ ^ 2 = 1 := by exact_mod_cast hψ
    have h2 : (‖c‖ - 1) * (‖c‖ + 1) = 0 := by linear_combination h1
    rcases mul_eq_zero.mp h2 with h | h <;> linarith [norm_nonneg c]
  · rintro ⟨c, hc, rfl⟩
    refine ⟨?_, ?_, ?_⟩
    · rw [norm_smul_state, hc, singlet_unit]; norm_num
    · rw [expectation_smul, hc, singlet_correlation, ha]; norm_num
    · rw [expectation_smul, hc, singlet_correlation, hb]; norm_num

/-- A unit two-spin state with expectation `-1` for both `σx ⊗ σx` and `σz ⊗ σz`
is the singlet times a phase. -/
theorem singlet_of_xx_zz {ψ : Fin 2 × Fin 2 → ℂ} (hψ : star ψ ⬝ᵥ ψ = 1)
    (hx : expectation (pauli 0 ⊗ₖ pauli 0) ψ = -1)
    (hz : expectation (pauli 2 ⊗ₖ pauli 2) ψ = -1) :
    ∃ c : ℂ, ‖c‖ = 1 ∧ ψ = c • singlet := by
  have ex : spinAlong ![1, 0, 0] = pauli 0 := by simp [spinAlong, Fin.sum_univ_three]
  have ez : spinAlong ![0, 0, 1] = pauli 2 := by simp [spinAlong, Fin.sum_univ_three]
  refine (anticorrelated_iff_singlet (a := ![1, 0, 0]) (b := ![0, 0, 1])
    (by simp [dotProduct, Fin.sum_univ_three]) (by simp [dotProduct, Fin.sum_univ_three])
    ?_ ψ).mp ⟨hψ, by rw [ex]; exact hx, by rw [ez]; exact hz⟩
  intro h
  have h1 := congrFun h 1
  simp [cross_apply] at h1

/-- The state `triplet` is normalised and has expectation `-1` for `σz ⊗ σz`,
but `+1` for `σx ⊗ σx`. -/
theorem triplet_one_axis : star triplet ⬝ᵥ triplet = 1 ∧
    expectation (pauli 2 ⊗ₖ pauli 2) triplet = -1 ∧
    expectation (pauli 0 ⊗ₖ pauli 0) triplet = 1 := by
  refine ⟨?_, ?_, ?_⟩
  · rw [triplet, norm_smul_state, amp_sq]
    simp [dotProduct, Fintype.sum_prod_type, Fin.sum_univ_two]
    try norm_num
  all_goals
    rw [triplet, expectation_smul, amp_sq]
    simp [expectation, pauli, mulVec, dotProduct, Fintype.sum_prod_type, Fin.sum_univ_two]
    try norm_num

end

end SingletCorrelations
```

```lean
#print axioms SingletCorrelations.anticorrelated_iff_singlet
-- 'SingletCorrelations.anticorrelated_iff_singlet' depends on axioms: [propext, Classical.choice, Quot.sound]
#print axioms SingletCorrelations.singlet_of_xx_zz
-- 'SingletCorrelations.singlet_of_xx_zz' depends on axioms: [propext, Classical.choice, Quot.sound]
#print axioms SingletCorrelations.triplet_one_axis
-- 'SingletCorrelations.triplet_one_axis' depends on axioms: [propext, Classical.choice, Quot.sound]
```

## How the proof follows the algebra

**Correlation.** `spinAlong_entries` supplies the four entries of $\mathbf a\cdot\boldsymbol\sigma$. Inside `singlet_correlation`, the statement `raw` is the four-term formula for the unnormalised `antisym`. The factor $\tfrac12$ comes from `expectation_smul`, which says that scaling a state by $c$ scales expectations by $|c|^2$, together with `amp_sq`. The final `linear_combination` does the remaining algebra, with `Complex.I_sq` providing $i^2=-1$. The same scaling rule, applied to the identity operator, gives `norm_smul_state` and then `singlet_unit`.

**Eigenvector.** `eigen_of_expectation` is the squared-norm argument. Its auxiliary statement `key` uses Hermiticity to move $A$ from one side of the inner product to the other; `h0` then evaluates $\|A\psi+\psi\|^2$ as zero. The lemmas `spinAlong_hermitian` and `spinAlong_sq` verify entry by entry what this argument needs of $S$.

**Triplet vector.** In `tripletVector_parallel`, `h` is the equation $(1\otimes S)\psi=-(S\otimes1)\psi$. The statements `left` and `right` expand its two sides in components, and `p`, `q`, `r` are the components $(0,0)$, $(0,1)$, $(1,1)$. The relations `e01`, `e02` and `e12` are the three combinations formed in the derivation. The closing case split covers all nine index pairs: the diagonal ones are trivial, and the rest are these relations or their reversals.

**Two axes.** `eq_zero_of_parallel` assumes that $\mathbf n$ has a nonzero component $n_k$, cancels it from the product identity, and contradicts the cross-product hypothesis.

**Equivalence.** The forward half of `anticorrelated_iff_singlet` reads off the amplitudes from $\mathbf n=0$. It writes the coefficient as `ψ (0, 1) * amp⁻¹`, which is $\sqrt2\,\psi_{01}$, and obtains its modulus from normalisation by factoring $|c|^2-1$. The reverse half combines the scaling rule with `singlet_correlation`.

**Special cases.** `singlet_of_xx_zz` identifies `pauli 0` and `pauli 2` with the spin operators along $(1,0,0)$ and $(0,0,1)$ and checks that the cross product of these vectors is nonzero. `triplet_one_axis` is evaluated directly from the matrix entries.
